# No nonzero power of the tetrahelix screw is a pure translation

Glue regular tetrahedra of edge 1 face to face in a row, each new one on the face that leaves out the oldest vertex. The result is a rod, the tetrahelix, in which any four consecutive vertices form a regular tetrahedron. One screw motion carries each vertex to the next. On a crystallographic screw axis, some nonzero power of the screw is a lattice translation: three steps on a $3_1$ axis, for instance. Does the screw of the tetrahelix also return to a pure translation after enough steps?

Place the axis along $z$ and let $j$ run over the integers. For one of the two mirror-image forms of the rod, the vertices are

$$p_j=\left(r\cos ja,\; r\sin ja,\; \tfrac{j}{\sqrt{10}}\right),\qquad a=\arccos(-\tfrac23),\quad r=\tfrac{3\sqrt3}{10}.$$

The answer is no, and it rests on the arithmetic of $\cos a=-2/3$.

```lean
import Mathlib

open Real

namespace TetrahelixScrew

noncomputable section
```

Space is $\mathbb R^3$ with the Euclidean distance. Lean numbers the coordinates 0, 1, 2, so `x 2` is the height along the axis.

```lean
/-- Three-dimensional Euclidean space. -/
abbrev Space := EuclideanSpace ℝ (Fin 3)
```

## Screws about one axis

A screw with angle $\theta$ and shift $h$ acts by

$$S_{\theta,h}(x,y,z)=(x\cos\theta-y\sin\theta,\;x\sin\theta+y\cos\theta,\;z+h).$$

The angle is a real number, not reduced modulo $2\pi$. For $0<\theta<\pi$ and $h>0$ the screw is right-handed.

```lean
/-- Rotation by `θ` about the z axis combined with a shift `h` along it. -/
def screwMap (θ h : ℝ) (x : Space) : Space :=
  !₂[cos θ * x 0 - sin θ * x 1, sin θ * x 0 + cos θ * x 1, x 2 + h]
```

Applying $S_{\varphi,k}$ and then $S_{\theta,h}$ rotates by $\varphi$ and then by $\theta$, and raises by $k+h$. In the first coordinate,

$$\cos\theta(x\cos\varphi-y\sin\varphi)-\sin\theta(x\sin\varphi+y\cos\varphi)=x\cos(\theta+\varphi)-y\sin(\theta+\varphi),$$

and the second works in the same way. Hence $S_{\theta,h}S_{\varphi,k}=S_{\theta+\varphi,h+k}$. The proof goes coordinate by coordinate and uses the addition formulas.

```lean
/-- Successive screw motions about the same axis add their angles and their shifts. -/
theorem screwMap_comp (θ h φ k : ℝ) (x : Space) :
    screwMap θ h (screwMap φ k x) = screwMap (θ + φ) (h + k) x := by
  ext i
  fin_cases i
  · change cos θ * (cos φ * x 0 - sin φ * x 1) - sin θ * (sin φ * x 0 + cos φ * x 1)
      = cos (θ + φ) * x 0 - sin (θ + φ) * x 1
    rw [cos_add, sin_add]; ring
  · change sin θ * (cos φ * x 0 - sin φ * x 1) + cos θ * (sin φ * x 0 + cos φ * x 1)
      = sin (θ + φ) * x 0 + cos (θ + φ) * x 1
    rw [cos_add, sin_add]; ring
  · change x 2 + k + h = x 2 + (h + k)
    ring
```

With zero angle and zero shift, $\cos 0=1$ and $\sin 0=0$ leave every point where it was.

```lean
/-- The screw motion with zero angle and zero shift leaves every point fixed. -/
theorem screwMap_zero (x : Space) : screwMap 0 0 x = x := by
  ext i
  fin_cases i
  · change cos 0 * x 0 - sin 0 * x 1 = x 0
    rw [cos_zero, sin_zero]; ring
  · change sin 0 * x 0 + cos 0 * x 1 = x 1
    rw [cos_zero, sin_zero]; ring
  · change x 2 + 0 = x 2
    ring
```

It follows that $S_{-\theta,-h}$ undoes $S_{\theta,h}$ from either side. The screw is therefore an element of `Equiv.Perm Space`, the group of bijections of space with composition as product, where negative powers have a meaning.

```lean
/-- The screw motion as an invertible map of space. -/
def screw (θ h : ℝ) : Equiv.Perm Space where
  toFun := screwMap θ h
  invFun := screwMap (-θ) (-h)
  left_inv x := by
    rw [screwMap_comp, neg_add_cancel, neg_add_cancel, screwMap_zero]
  right_inv x := by
    rw [screwMap_comp, add_neg_cancel, add_neg_cancel, screwMap_zero]
```

Repeating the composition rule gives $S_{\theta,h}^{\,n}=S_{n\theta,nh}$ for $n\ge 0$, by induction on $n$. Inverting both sides extends this to negative $n$. In the proof, `hpow` is the induction and `hinv` the inversion.

```lean
/-- The `n`-th power of a screw, for any integer `n`, has `n` times its angle and shift. -/
theorem screw_zpow (θ h : ℝ) (n : ℤ) : screw θ h ^ n = screw (n * θ) (n * h) := by
  have hpow : ∀ m : ℕ, screw θ h ^ m = screw (m * θ) (m * h) := by
    intro m
    induction m with
    | zero =>
      rw [pow_zero]
      refine Equiv.ext fun x => ?_
      change x = screwMap (((0 : ℕ) : ℝ) * θ) (((0 : ℕ) : ℝ) * h) x
      rw [Nat.cast_zero, zero_mul, zero_mul, screwMap_zero]
    | succ m ih =>
      have hmul : screw (m * θ) (m * h) * screw θ h = screw (m * θ + θ) (m * h + h) :=
        Equiv.ext fun x => screwMap_comp _ _ _ _ x
      rw [pow_succ, ih, hmul]
      congr 1 <;> push_cast <;> ring
  have hinv : ∀ α β : ℝ, (screw α β)⁻¹ = screw (-α) (-β) :=
    fun α β => Equiv.ext fun _ => rfl
  obtain ⟨m, rfl | rfl⟩ := n.eq_nat_or_neg
  · rw [zpow_natCast, hpow, Int.cast_natCast]
  · rw [zpow_neg, zpow_natCast, hpow, hinv]
    congr 1 <;> push_cast <;> ring
```

A pure translation moves every point by the same vector $v$. The vector may be zero, so the identity counts as one.

```lean
/-- A map of space is a pure translation if it shifts all points by one common vector. -/
def IsPureTranslation (g : Equiv.Perm Space) : Prop := ∃ v : Space, ∀ x, g x = x + v
```

When is a screw a pure translation? If it is, compare first coordinates. The origin gives $0=v_0$, and the point $(1,0,0)$ gives $\cos\theta=1+v_0$, so $\cos\theta=1$. Conversely, $\cos\theta=1$ forces $\sin\theta=0$ through $\sin^2\theta+\cos^2\theta=1$, and the screw reduces to the shift $(0,0,h)$. The two halves of the proof follow these two arguments.

```lean
/-- A screw is a pure translation exactly when the cosine of its angle is one. -/
theorem screw_isPureTranslation_iff (θ h : ℝ) :
    IsPureTranslation (screw θ h) ↔ cos θ = 1 := by
  constructor
  · rintro ⟨v, hv⟩
    -- compare the images of the origin and of the unit vector along x
    have h0 : cos θ * 0 - sin θ * 0 = 0 + v 0 :=
      congrArg (fun y : Space => y 0) (hv !₂[0, 0, 0])
    have h1 : cos θ * 1 - sin θ * 0 = 1 + v 0 :=
      congrArg (fun y : Space => y 0) (hv !₂[1, 0, 0])
    linarith
  · intro hc
    have hs : sin θ = 0 := by
      have h1 := sin_sq_add_cos_sq θ
      rw [hc] at h1
      exact (pow_eq_zero_iff two_ne_zero).mp (by linarith)
    refine ⟨!₂[0, 0, h], fun x => ?_⟩
    ext i
    fin_cases i
    · change cos θ * x 0 - sin θ * x 1 = x 0 + 0
      rw [hc, hs]; ring
    · change sin θ * x 0 + cos θ * x 1 = x 1 + 0
      rw [hc, hs]; ring
    · rfl
```

## The constants of the tetrahelix

The twist, the radius and the rise per step are three numbers, chosen to meet three conditions: vertices one, two and three places apart must be at distance 1. The file takes the values as given and checks the conditions below. The twist comes first, about $131.8^\circ$.

```lean
/-- The twist angle `arccos (-2/3)` of the tetrahelix. -/
def twist : ℝ := arccos (-2 / 3)
```

The radius belongs to the cylinder on which all vertices lie.

```lean
/-- The radius of the cylinder that carries the vertices. -/
def radius : ℝ := 3 * √3 / 10
```

With these, `vertex j` is $p_j$ for any integer $j$, so the rod is infinite in both directions.

```lean
/-- The vertex of the tetrahelix with index `j`. -/
def vertex (j : ℤ) : Space :=
  !₂[radius * cos (j * twist), radius * sin (j * twist), j / √10]
```

The generating screw is $S_{a,1/\sqrt{10}}$.

```lean
/-- The generating screw: one twist angle and a rise of `1/√10`. -/
def generator : Equiv.Perm Space := screw twist (1 / √10)
```

Since $-2/3$ lies between $-1$ and $1$, the cosine of its arccosine is $-2/3$ itself.

```lean
/-- The cosine of the twist angle is `-2/3`. -/
theorem cos_twist : cos twist = -2 / 3 :=
  cos_arccos (by norm_num) (by norm_num)
```

## Why the twist never closes

The $n$-th power of the generator has angle $na$, so the question is whether $\cos na=1$ for some $n\neq0$. For $m\ge0$ define

$$u_m=2\cdot3^m\cos(ma).$$

Then $u_0=2$ and $u_1=-4$. Adding the formulas for $\cos((m+1)a\pm a)$ gives

$$\cos((m+2)a)=-\tfrac43\cos((m+1)a)-\cos(ma),$$

and multiplication by $2\cdot3^{m+2}$ turns this into

$$u_{m+2}=-4u_{m+1}-9u_m.$$

All $u_m$ are therefore integers. Modulo 3 the recurrence reads $u_{m+2}\equiv-u_{m+1}$, and $u_1=-4$ is not divisible by 3, so no $u_m$ with $m\ge1$ is. If $\cos na$ were 1 for some $n\ge1$, then $u_n=2\cdot3^n$ would be divisible by 3, a contradiction. Negative $n$ follows because the cosine is even.

In the proof, `key` carries the pair $u=u_m$, $v=u_{m+1}$ through the induction, together with the statement that 3 does not divide $v$. `hnat` draws the contradiction for positive multiples.

```lean
/-- No nonzero integer multiple of the twist angle has cosine one. -/
theorem cos_mul_twist_ne_one (n : ℤ) (hn : n ≠ 0) : cos (n * twist) ≠ 1 := by
  -- 2 * 3 ^ m * cos (m * twist) is an integer, not divisible by 3 once m ≥ 1
  have key : ∀ m : ℕ, ∃ u v : ℤ, 3 ^ m * (2 * cos (m * twist)) = (u : ℝ) ∧
      3 ^ (m + 1) * (2 * cos (((m : ℝ) + 1) * twist)) = (v : ℝ) ∧ ¬ (3 : ℤ) ∣ v := by
    intro m
    induction m with
    | zero =>
      refine ⟨2, -4, by simp, ?_, by norm_num⟩
      simp only [Nat.cast_zero, zero_add, one_mul, cos_twist]
      norm_num
    | succ m ih =>
      obtain ⟨u, v, hu, hv, hd⟩ := ih
      have hrec : cos (((m : ℝ) + 1 + 1) * twist)
          = -4 / 3 * cos (((m : ℝ) + 1) * twist) - cos (m * twist) := by
        have e1 : ((m : ℝ) + 1 + 1) * twist = ((m : ℝ) + 1) * twist + twist := by ring
        have e2 : (m : ℝ) * twist = ((m : ℝ) + 1) * twist - twist := by ring
        rw [e1, e2, cos_add, cos_sub, cos_twist]
        ring
      refine ⟨v, -4 * v - 9 * u, ?_, ?_, by omega⟩
      · push_cast
        exact hv
      · push_cast
        rw [hrec]
        linear_combination -4 * hv - 9 * hu
  have hnat : ∀ m : ℕ, m ≠ 0 → cos ((m : ℝ) * twist) ≠ 1 := by
    intro m hm hc
    obtain ⟨k, rfl⟩ := Nat.exists_eq_succ_of_ne_zero hm
    obtain ⟨u, v, -, hv, hd⟩ := key k
    rw [Nat.cast_succ] at hc
    rw [hc] at hv
    have hv' : (3 : ℤ) ^ (k + 1) * (2 * 1) = v := by exact_mod_cast hv
    exact hd ⟨3 ^ k * 2, by rw [← hv']; ring⟩
  obtain ⟨m, rfl | rfl⟩ := n.eq_nat_or_neg
  · rw [Int.cast_natCast]
    exact hnat m (by omega)
  · rw [Int.cast_neg, Int.cast_natCast, neg_mul, cos_neg]
    exact hnat m (by omega)
```

The value of the twist matters. Replace $a$ by $2\pi/3$, whose cosine is $-1/2$, and keep the rise: the third power of the screw is then the translation by $3/\sqrt{10}$ along the axis. The distances suffer, however. With the radius unchanged, the squared distance between neighbours becomes $0.81+0.1=0.91$.

## Which vertices are at distance 1

Write $k=i-j$. The horizontal part of the squared distance is $r^2$ times

$$(\cos ia-\cos ja)^2+(\sin ia-\sin ja)^2=2-2\cos ka,$$

and $r^2=27/100$. Adding the vertical part gives

$$|p_i-p_j|^2=\tfrac{27}{50}(1-\cos ka)+\tfrac{k^2}{10}.$$

In the proof, `hr` supplies $r^2$ and `hz` the vertical term. The last step combines them with $\sin^2+\cos^2=1$ at the angles $ia$ and $ja$.

```lean
/-- The squared distance of two vertices is a chord term plus an axial term, both
depending only on the index difference. -/
theorem dist_vertex_sq (i j : ℤ) : dist (vertex i) (vertex j) ^ 2 =
    27 / 50 * (1 - cos (((i - j : ℤ) : ℝ) * twist)) + ((i - j : ℤ) : ℝ) ^ 2 / 10 := by
  have h0 : ∀ k, vertex k 0 = radius * cos (k * twist) := fun _ => rfl
  have h1 : ∀ k, vertex k 1 = radius * sin (k * twist) := fun _ => rfl
  have h2 : ∀ k, vertex k 2 = k / √10 := fun _ => rfl
  have hr : radius ^ 2 = 27 / 100 := by
    have h3 : √3 ^ 2 = 3 := sq_sqrt (by norm_num)
    unfold radius
    linear_combination (9 / 100) * h3
  have hz : ((i : ℝ) / √10 - j / √10) ^ 2 = ((i : ℝ) - j) ^ 2 / 10 := by
    rw [← sub_div, div_pow, sq_sqrt (by norm_num)]
  rw [EuclideanSpace.dist_eq, sq_sqrt (by positivity)]
  simp only [Fin.sum_univ_three, Real.dist_eq, sq_abs, h0, h1, h2]
  rw [Int.cast_sub, sub_mul, cos_sub]
  linear_combination radius ^ 2 * sin_sq_add_cos_sq (i * twist)
    + radius ^ 2 * sin_sq_add_cos_sq (j * twist) + hz
    + (2 - 2 * (cos (i * twist) * cos (j * twist) + sin (i * twist) * sin (j * twist))) * hr
```

The double and triple angle formulas give $\cos2a=-1/9$ and $\cos3a=22/27$. The squared distances are

- $|k|=1$: $\tfrac{27}{50}\cdot\tfrac53+\tfrac1{10}=\tfrac9{10}+\tfrac1{10}=1$,
- $|k|=2$: $\tfrac{27}{50}\cdot\tfrac{10}9+\tfrac4{10}=\tfrac6{10}+\tfrac4{10}=1$,
- $|k|=3$: $\tfrac{27}{50}\cdot\tfrac5{27}+\tfrac9{10}=\tfrac1{10}+\tfrac9{10}=1$.

Conversely, suppose the distance is 1. The horizontal term is never negative, so $k^2\le10$ and $|k|\le3$; and $k=0$ gives distance 0, not 1. The proof first replaces the distance by its square, which is allowed because distances are nonnegative, and then treats the two directions as above.

```lean
/-- Two vertices are at distance one exactly when their indices differ by 1, 2 or 3. -/
theorem dist_vertex_eq_one_iff (i j : ℤ) :
    dist (vertex i) (vertex j) = 1 ↔ 1 ≤ |i - j| ∧ |i - j| ≤ 3 := by
  have hsq := dist_vertex_sq i j
  rw [← pow_eq_one_iff_of_nonneg dist_nonneg two_ne_zero, hsq]
  clear hsq
  generalize i - j = k
  constructor
  · intro h
    -- the axial term alone bounds the index difference
    have hk : (k : ℝ) ^ 2 ≤ 10 := by linarith [cos_le_one ((k : ℝ) * twist)]
    have hk' : k ^ 2 ≤ 10 := by exact_mod_cast hk
    have hk0 : k ≠ 0 := by
      rintro rfl
      norm_num at h
    exact ⟨Int.one_le_abs hk0, abs_le.mpr ⟨by nlinarith, by nlinarith⟩⟩
  · rintro ⟨h1, h3⟩
    have c2 : cos (2 * twist) = -1 / 9 := by rw [cos_two_mul, cos_twist]; norm_num
    have c3 : cos (3 * twist) = 22 / 27 := by rw [cos_three_mul, cos_twist]; norm_num
    have hk : k = 1 ∨ k = -1 ∨ k = 2 ∨ k = -2 ∨ k = 3 ∨ k = -3 := by
      rcases abs_cases k with ⟨h, _⟩ | ⟨h, _⟩ <;> rw [h] at h1 h3 <;> omega
    rcases hk with rfl | rfl | rfl | rfl | rfl | rfl <;>
      simp only [Int.cast_neg, Int.cast_one, Int.cast_ofNat, neg_mul, one_mul, cos_neg,
        cos_twist, c2, c3] <;> norm_num
```

The first separation beyond this range is $k=4$. There $\cos4a=-79/81$, and the squared distance is $\tfrac{16}{15}+\tfrac{8}{5}=\tfrac83$. This is the square of twice the height of a unit tetrahedron, as it should be for the two outer vertices of a pair glued along a face.

## The screw and the vertices together

The $n$-th power of the generator adds $na$ to the angle of $p_j$ and $n/\sqrt{10}$ to its height, so it carries $p_j$ to $p_{j+n}$.

```lean
/-- The `n`-th power of the generating screw advances every vertex index by `n`. -/
theorem generator_zpow_vertex (n j : ℤ) : (generator ^ n) (vertex j) = vertex (j + n) := by
  rw [generator, screw_zpow]
  ext i
  fin_cases i
  · change cos (n * twist) * (radius * cos (j * twist))
      - sin (n * twist) * (radius * sin (j * twist)) = radius * cos (((j + n : ℤ) : ℝ) * twist)
    rw [Int.cast_add, add_mul, cos_add]; ring
  · change sin (n * twist) * (radius * cos (j * twist))
      + cos (n * twist) * (radius * sin (j * twist)) = radius * sin (((j + n : ℤ) : ℝ) * twist)
    rw [Int.cast_add, add_mul, sin_add]; ring
  · change (j : ℝ) / √10 + n * (1 / √10) = ((j + n : ℤ) : ℝ) / √10
    rw [Int.cast_add]; ring
```

The final theorem has three parts. The generator takes each vertex to the next. Two vertices are at distance 1 exactly when $1\le|i-j|\le3$. For an integer $n$, the $n$-th power of the generator is a pure translation exactly when $n=0$, in which case it is the identity. The first part is the case $n=1$ of the preceding lemma. The third reduces a pure translation to $\cos na=1$, which the divisibility argument excludes for $n\ne0$.

The theorem concerns the powers of this one screw and does not determine the full symmetry group of the vertex set. For simulation practice, the same cosine condition means that an ideal, rigid tetrahelix does not fit a cell repeated periodically along its axis: a translation along $z$ taking $p_0$ to $p_n$ would need $\cos na=1$. A model of the infinite rod that repeats under such a translation therefore departs from the ideal shape, by an amount that depends on the number of vertices per cell. Boundary conditions that combine the translation with a matching rotation avoid the deformation.

```lean
/-- The generating screw carries each vertex to the next, vertices are at distance one
exactly for index differences 1, 2 and 3, and only the zeroth power of the screw is a
pure translation. -/
theorem tetrahelix :
    (∀ j, generator (vertex j) = vertex (j + 1)) ∧
    (∀ i j, dist (vertex i) (vertex j) = 1 ↔ 1 ≤ |i - j| ∧ |i - j| ≤ 3) ∧
    (∀ n : ℤ, IsPureTranslation (generator ^ n) ↔ n = 0) := by
  refine ⟨fun j => ?_, dist_vertex_eq_one_iff, fun n => ?_⟩
  · have h := generator_zpow_vertex 1 j
    rwa [zpow_one] at h
  · rw [generator, screw_zpow, screw_isPureTranslation_iff]
    constructor
    · intro h
      by_contra hn
      exact cos_mul_twist_ne_one n hn h
    · rintro rfl
      rw [Int.cast_zero, zero_mul, cos_zero]

end

end TetrahelixScrew
```

```lean
#print axioms TetrahelixScrew.screw_isPureTranslation_iff
#print axioms TetrahelixScrew.tetrahelix
```

```
'TetrahelixScrew.screw_isPureTranslation_iff' depends on axioms: [propext, Classical.choice, Quot.sound]
'TetrahelixScrew.tetrahelix' depends on axioms: [propext, Classical.choice, Quot.sound]
```
